# One RPA root above finitely many excitations at repulsive coupling, with bounds on its frequency

## A finite list of excitations

In the infinite electron gas the particle–hole excitations at a given wavevector fill a continuum. Here the continuum is replaced by a finite list of energies $D_j>0$ with weights $w_j>0$, as in a periodic box. "Above the continuum" then means above one member of the list, an index $m$ with $D_j\le D_m$ for all $j$; naming $m$ also makes the list non-empty.

With $\hbar=1$, the independent-particle density response at real frequency $W$ is $\chi_0(W)=\sum_j 2w_jD_j/(W^2-D_j^2)$, where $w_j$ is the squared matrix element of the density fluctuation to excitation $j$. In a homogeneous gas different wavevectors do not mix, and in the random phase approximation (RPA) with coupling $v$ the density modes are the zeros of $1-v\chi_0$:

$$1=R(W),\qquad R(W)=v\sum_j\frac{2w_jD_j}{W^2-D_j^2},\qquad M=v\sum_j 2w_jD_j .$$

The condition $v>0$ stands for repulsion. For $N$ electrons of mass $m_e$ and charge $-e$ in a volume $\Omega$, at wavevector $q$, the Coulomb coupling is $v=4\pi e^2/(\Omega q^2)$ in Gaussian units and the f-sum rule reads $\sum_j 2w_jD_j=Nq^2/m_e$, so that $M=4\pi Ne^2/(\Omega m_e)=\omega_p^2$, the squared plasma frequency. For a finite undamped spectrum at one wavevector, the bounds below therefore confine the one RPA root that lies above the top excitation, using only this sum and the two edges of the spectrum. At long wavelength, where $M\gg D_m^2$, that root is the plasmon. At large $q$ in a large box it lies just above $D_m$, and the infinite three-dimensional gas has no root above its continuum there.

## Root, bounds and limit

Let $v>0$, all $w_j>0$, all $D_j>0$, with $D_m$ the largest and $D_n$ the smallest energy.

1. The equation $R(W)=1$ has exactly one root $W>D_m$, and it obeys $M<W^2\le M+D_m^2$.
2. More sharply, $M+D_n^2\le W^2$.
3. $W^2=M+D_m^2$ holds exactly when all $D_j$ equal $D_m$.
4. In a family of such systems with the same index set, if $M\to\omega_p^2$ for some $\omega_p\ge0$ and $D_m\to0$, then $W\to\omega_p$.

In Lean the index set is the finite type `ι`, `response v w D W` is $R(W)$ and `plasmaSq v w D` is $M$. The hypotheses `hv`, `hw`, `hD` are the three positivity conditions, which most docstrings leave unsaid, and `hm : ∀ j, D j ≤ D m` fixes the top excitation. Claim 1 is `collective_mode`, whose first half reads `∃! W, D m < W ∧ response v w D W = 1`. Lean assigns the value zero to a term with vanishing denominator, and the strict inequality `D m < W` keeps $W$ away from all such poles. It also excludes the mirror root $-W$. Claims 2, 3 and 4 are `root_sq_ge`, `root_sq_eq_iff` and `root_tendsto`.

The RPA equation is the starting point and is not derived from a Hamiltonian. The name `plasmaSq` anticipates the f-sum rule, but the definition is only the sum $M$. Likewise the name `collective_mode` fits the root at long wavelength, while the theorem asserts only existence, uniqueness and bounds. In `root_tendsto` the family is labelled by `q : α` and the limit is taken along a filter `l`, which covers sequences as well as a continuous parameter. Its hypothesis `hM` postulates what the sum rule supplies, and `hD0` postulates the collapse of the particle–hole energies at long wavelength. Since `ι` does not depend on `q`, the number of excitations is fixed, so this is not the thermodynamic limit of jellium, in which that number changes with the box. Complex frequencies and Landau damping do not occur.

## Monotonicity, one identity and a bracket

For $W>D_m$ every denominator $W^2-D_j^2=(W-D_j)(W+D_j)$ is positive and grows with $W$, while every numerator is a positive constant. So $R$ decreases strictly on $(D_m,\infty)$ and takes the value 1 at most once.

For any real $c$,
$$\frac{W^2-c}{W^2-D_j^2}=1+\frac{D_j^2-c}{W^2-D_j^2}.$$
Multiplying by $2vw_jD_j$ and summing gives
$$(W^2-c)\,R(W)=M+v\sum_j\frac{2w_jD_j\,(D_j^2-c)}{W^2-D_j^2}.$$
With $c=D_m^2$ every term of the last sum is non-positive, so $(W^2-D_m^2)R(W)\le M$, and at a root $W^2\le M+D_m^2$. Equality requires each term to vanish, hence $D_j^2=D_m^2$ and, by positivity, $D_j=D_m$; conversely, equal energies make the sum zero. With $c=D_n^2$ every term is non-negative, so at a root $W^2-D_n^2\ge M$, and $D_n>0$ gives $W^2>M$.

For existence define $a,b\ge0$ by
$$a^2=D_m^2+2vw_mD_m,\qquad b^2=D_m^2+M .$$
Because $0<2vw_mD_m\le M$, we have $D_m<a\le b$. At $W=a$ the term $j=m$ of $R$ equals 1 and the others are positive, so $R(a)\ge1$. At $W=b$ the inequality above reads $M\,R(b)\le M$, so $R(b)\le1$. No pole lies in $[a,b]$, so $R$ is continuous there and equals 1 somewhere.

For the family, $M\le W^2\le M+D_m^2$ with both ends tending to $\omega_p^2$ forces $W^2\to\omega_p^2$. Square roots give $W\to\omega_p$, since $W>0$ and $\omega_p\ge0$.

## One and two excitations

The following numbers are plain algebra that the file does not contain; the jellium values of $v$ and $M$ above, which rest on the Coulomb interaction and the f-sum rule, are not in the file either. For a single excitation with energy $D$ and weight $w$, $a=b$ and $W^2=D^2+2vwD=M+D^2$, so the bounds of claims 1 and 2 meet. With $v<0$ one has $W^2<D^2$, so a real root, which exists only when $2|v|w\le D$, lies below the pole: $D=1$, $w=1$, $v=-\tfrac14$ gives $W^2=\tfrac12$, and $R$ is negative for all $W>D$, so existence fails.

Take two excitations with energies 1 and 2, weights 1 and $\tfrac12$, and $v=1$, so $M=4$. The equation $1=2/(W^2-1)+2/(W^2-4)$ has the solutions $W^2=7$ and $W^2=2$. The first lies above both poles and satisfies $5\le7\le8$. The second lies between the poles and violates $M<W^2$, so without $W>D_m$ both uniqueness among positive roots and the lower bound fail.

## The Lean file

```lean
import Mathlib

open Finset Filter Topology

namespace RPACollectiveMode

noncomputable section

variable {ι : Type*} [Fintype ι] {v W : ℝ} {w D : ι → ℝ}

/-- Right side of the RPA equation at frequency `W`: `v ∑ 2 w_j D_j / (W² - D_j²)`. -/
def response (v : ℝ) (w D : ι → ℝ) (W : ℝ) : ℝ :=
  v * ∑ j, 2 * w j * D j / (W ^ 2 - D j ^ 2)

/-- The coupling times the summed strengths, `M = v ∑ 2 w_j D_j`. -/
def plasmaSq (v : ℝ) (w D : ι → ℝ) : ℝ :=
  v * ∑ j, 2 * w j * D j

/-- Above a positive excitation energy `d` the denominator `W² - d²` is positive. -/
theorem gap_pos {d : ℝ} (hd : 0 < d) (h : d < W) : 0 < W ^ 2 - d ^ 2 := by
  nlinarith [mul_pos hd (sub_pos.2 h), sq_nonneg (W - d)]

/-- Away from the poles, `(W² - c)` times the response equals `M` plus
`v ∑ 2 w_j D_j (D_j² - c) / (W² - D_j²)`, for every `c`. -/
theorem shift_identity (c : ℝ) (hgap : ∀ j, W ^ 2 - D j ^ 2 ≠ 0) :
    (W ^ 2 - c) * response v w D W =
      plasmaSq v w D + v * ∑ j, 2 * w j * D j * (D j ^ 2 - c) / (W ^ 2 - D j ^ 2) := by
  have h : (W ^ 2 - c) * ∑ j, 2 * w j * D j / (W ^ 2 - D j ^ 2) =
      ∑ j, 2 * w j * D j + ∑ j, 2 * w j * D j * (D j ^ 2 - c) / (W ^ 2 - D j ^ 2) := by
    rw [Finset.mul_sum, ← Finset.sum_add_distrib]
    refine Finset.sum_congr rfl fun j _ => ?_
    have := hgap j
    field_simp
    ring
  unfold response plasmaSq
  linear_combination v * h

/-- The response decreases strictly above the largest excitation `D m`. -/
theorem response_strictAntiOn (hv : 0 < v) (hw : ∀ j, 0 < w j) (hD : ∀ j, 0 < D j)
    {m : ι} (hm : ∀ j, D j ≤ D m) : StrictAntiOn (response v w D) (Set.Ioi (D m)) := by
  intro a ha b _ hab
  have ha' : D m < a := ha
  unfold response
  refine mul_lt_mul_of_pos_left
    (Finset.sum_lt_sum_of_nonempty ⟨m, mem_univ m⟩ fun j _ => ?_) hv
  have h1 := gap_pos ((hD m).trans ha') hab
  exact div_lt_div_of_pos_left (mul_pos (mul_pos two_pos (hw j)) (hD j))
    (gap_pos (hD j) ((hm j).trans_lt ha')) (by linarith)

/-- Above the largest excitation `D m`, `(W² - D_m²)` times the response is at most `M`. -/
theorem response_le (hv : 0 < v) (hw : ∀ j, 0 < w j) (hD : ∀ j, 0 < D j)
    {m : ι} (hm : ∀ j, D j ≤ D m) (hW : D m < W) :
    (W ^ 2 - D m ^ 2) * response v w D W ≤ plasmaSq v w D := by
  have hgap : ∀ j, 0 < W ^ 2 - D j ^ 2 := fun j => gap_pos (hD j) ((hm j).trans_lt hW)
  rw [shift_identity _ fun j => (hgap j).ne']
  have hS : ∑ j, 2 * w j * D j * (D j ^ 2 - D m ^ 2) / (W ^ 2 - D j ^ 2) ≤ 0 :=
    Finset.sum_nonpos fun j _ => div_nonpos_iff.2 (Or.inr
      ⟨mul_nonpos_iff.2 (Or.inl ⟨(mul_pos (mul_pos two_pos (hw j)) (hD j)).le,
        sub_nonpos.2 (pow_le_pow_left₀ (hD j).le (hm j) 2)⟩), (hgap j).le⟩)
  have := mul_nonpos_iff.2 (Or.inl ⟨hv.le, hS⟩)
  linarith

/-- A root above all excitations obeys `M + D_n² ≤ W²`, with `D n` the smallest
excitation. -/
theorem root_sq_ge (hv : 0 < v) (hw : ∀ j, 0 < w j) (hD : ∀ j, 0 < D j)
    {n : ι} (hn : ∀ j, D n ≤ D j) (hW : ∀ j, D j < W) (hroot : response v w D W = 1) :
    plasmaSq v w D + D n ^ 2 ≤ W ^ 2 := by
  have hgap : ∀ j, 0 < W ^ 2 - D j ^ 2 := fun j => gap_pos (hD j) (hW j)
  have h := shift_identity (v := v) (w := w) (D n ^ 2) fun j => (hgap j).ne'
  have hS : 0 ≤ ∑ j, 2 * w j * D j * (D j ^ 2 - D n ^ 2) / (W ^ 2 - D j ^ 2) :=
    Finset.sum_nonneg fun j _ => div_nonneg
      (mul_nonneg (mul_pos (mul_pos two_pos (hw j)) (hD j)).le
        (sub_nonneg.2 (pow_le_pow_left₀ (hD n).le (hn j) 2))) (hgap j).le
  have := mul_nonneg hv.le hS
  rw [hroot] at h
  linarith

/-- The RPA equation has a root above the largest excitation. -/
theorem exists_root (hv : 0 < v) (hw : ∀ j, 0 < w j) (hD : ∀ j, 0 < D j)
    {m : ι} (hm : ∀ j, D j ≤ D m) : ∃ W, D m < W ∧ response v w D W = 1 := by
  have hs : ∀ j, 0 < 2 * w j * D j := fun j => mul_pos (mul_pos two_pos (hw j)) (hD j)
  have hvs : 0 < v * (2 * w m * D m) := mul_pos hv (hs m)
  have hsM : v * (2 * w m * D m) ≤ plasmaSq v w D :=
    mul_le_mul_of_nonneg_left
      (Finset.single_le_sum (f := fun j => 2 * w j * D j) (fun j _ => (hs j).le)
        (mem_univ m)) hv.le
  have hM : 0 < plasmaSq v w D := hvs.trans_le hsM
  -- bracketing frequencies: the top term alone, and all strength put at the top
  obtain ⟨a, ha0, ha⟩ : ∃ a : ℝ, 0 ≤ a ∧ a ^ 2 = D m ^ 2 + v * (2 * w m * D m) :=
    ⟨Real.sqrt _, Real.sqrt_nonneg _, Real.sq_sqrt (add_nonneg (sq_nonneg _) hvs.le)⟩
  obtain ⟨b, hb0, hb⟩ : ∃ b : ℝ, 0 ≤ b ∧ b ^ 2 = D m ^ 2 + plasmaSq v w D :=
    ⟨Real.sqrt _, Real.sqrt_nonneg _, Real.sq_sqrt (add_nonneg (sq_nonneg _) hM.le)⟩
  have hma : D m < a := by
    by_contra h
    have := pow_le_pow_left₀ ha0 (not_lt.1 h) 2
    linarith
  have hab : a ≤ b := by
    by_contra h
    have h' := sub_pos.2 (not_le.1 h)
    nlinarith [mul_nonneg hb0 h'.le, mul_pos h' h']
  have h1 : 1 ≤ response v w D a := by
    have e : a ^ 2 - D m ^ 2 = v * (2 * w m * D m) := by linarith
    have e1 : v * (2 * w m * D m / (a ^ 2 - D m ^ 2)) = 1 := by
      rw [e, ← mul_div_assoc, div_self hvs.ne']
    rw [← e1]
    exact mul_le_mul_of_nonneg_left
      (Finset.single_le_sum (f := fun j => 2 * w j * D j / (a ^ 2 - D j ^ 2))
        (fun j _ => (div_pos (hs j) (gap_pos (hD j) ((hm j).trans_lt hma))).le)
        (mem_univ m)) hv.le
  have h2 : response v w D b ≤ 1 := by
    have h := response_le hv hw hD hm (hma.trans_le hab)
    have e : b ^ 2 - D m ^ 2 = plasmaSq v w D := by linarith
    rw [e] at h
    exact le_of_mul_le_mul_left (by linarith) hM
  -- no pole lies between the two frequencies
  have hc : ∀ j, ContinuousOn (fun x : ℝ => 2 * w j * D j / (x ^ 2 - D j ^ 2))
      (Set.Icc a b) := fun j =>
    ContinuousOn.div continuousOn_const (by fun_prop) fun x hx =>
      (gap_pos (hD j) (((hm j).trans_lt hma).trans_le hx.1)).ne'
  have hcont : ContinuousOn (response v w D) (Set.Icc a b) :=
    continuousOn_const.mul (continuousOn_finsetSum _ fun j _ => hc j)
  obtain ⟨x, hx, hx1⟩ := intermediate_value_Icc' hab hcont ⟨h2, h1⟩
  exact ⟨x, hma.trans_le hx.1, hx1⟩

/-- The RPA equation has exactly one root above the largest excitation `D m`, and such a
root obeys `M < W² ≤ M + D_m²`. -/
theorem collective_mode (hv : 0 < v) (hw : ∀ j, 0 < w j) (hD : ∀ j, 0 < D j)
    {m : ι} (hm : ∀ j, D j ≤ D m) :
    (∃! W, D m < W ∧ response v w D W = 1) ∧
      ∀ W, D m < W → response v w D W = 1 →
        plasmaSq v w D < W ^ 2 ∧ W ^ 2 ≤ plasmaSq v w D + D m ^ 2 := by
  constructor
  · obtain ⟨x, hx, hx1⟩ := exists_root hv hw hD hm
    exact ⟨x, ⟨hx, hx1⟩, fun y hy =>
      (response_strictAntiOn hv hw hD hm).injOn hy.1 hx (hy.2.trans hx1.symm)⟩
  · intro W hW hroot
    obtain ⟨n, -, hn⟩ := Finset.exists_min_image univ D ⟨m, mem_univ m⟩
    have h1 := root_sq_ge hv hw hD (fun j => hn j (mem_univ j))
      (fun j => (hm j).trans_lt hW) hroot
    have h2 := response_le hv hw hD hm hW
    have h3 := pow_pos (hD n) 2
    rw [hroot] at h2
    constructor <;> linarith

/-- A root above `D m` has `W² = M + D_m²` exactly when all excitations equal `D m`. -/
theorem root_sq_eq_iff (hv : 0 < v) (hw : ∀ j, 0 < w j) (hD : ∀ j, 0 < D j)
    {m : ι} (hm : ∀ j, D j ≤ D m) (hW : D m < W) (hroot : response v w D W = 1) :
    W ^ 2 = plasmaSq v w D + D m ^ 2 ↔ ∀ j, D j = D m := by
  have hs : ∀ j, 0 < 2 * w j * D j := fun j => mul_pos (mul_pos two_pos (hw j)) (hD j)
  have hgap : ∀ j, 0 < W ^ 2 - D j ^ 2 := fun j => gap_pos (hD j) ((hm j).trans_lt hW)
  have h := shift_identity (v := v) (w := w) (D m ^ 2) fun j => (hgap j).ne'
  rw [hroot] at h
  constructor
  · intro e j
    have hS : v * ∑ j, 2 * w j * D j * (D j ^ 2 - D m ^ 2) / (W ^ 2 - D j ^ 2) = 0 := by
      linarith
    -- a vanishing sum of non-positive terms vanishes term by term
    have hj := (Finset.sum_eq_zero_iff_of_nonpos fun j _ => div_nonpos_iff.2 (Or.inr
      ⟨mul_nonpos_iff.2 (Or.inl ⟨(hs j).le,
        sub_nonpos.2 (pow_le_pow_left₀ (hD j).le (hm j) 2)⟩), (hgap j).le⟩)).1
      ((mul_eq_zero.1 hS).resolve_left hv.ne') j (mem_univ j)
    have h0 := (mul_eq_zero.1 ((div_eq_zero_iff.1 hj).resolve_right (hgap j).ne')).resolve_left
      (hs j).ne'
    exact (sq_eq_sq₀ (hD j).le (hD m).le).1 (sub_eq_zero.1 h0)
  · intro e
    have hS : ∑ j, 2 * w j * D j * (D j ^ 2 - D m ^ 2) / (W ^ 2 - D j ^ 2) = 0 :=
      Finset.sum_eq_zero fun j _ => by rw [e j]; simp
    rw [hS] at h
    linarith

/-- For a family of systems in which `M` tends to `ωp²` and the largest excitation tends
to zero, the root above the largest excitation tends to `ωp`. -/
theorem root_tendsto {α : Type*} {l : Filter α} {v W : α → ℝ} {w D : α → ι → ℝ}
    {m : α → ι} {ωp : ℝ} (hω : 0 ≤ ωp) (hv : ∀ q, 0 < v q) (hw : ∀ q j, 0 < w q j)
    (hD : ∀ q j, 0 < D q j) (hm : ∀ q j, D q j ≤ D q (m q)) (hW : ∀ q, D q (m q) < W q)
    (hroot : ∀ q, response (v q) (w q) (D q) (W q) = 1)
    (hM : Tendsto (fun q => plasmaSq (v q) (w q) (D q)) l (𝓝 (ωp ^ 2)))
    (hD0 : Tendsto (fun q => D q (m q)) l (𝓝 0)) : Tendsto W l (𝓝 ωp) := by
  have hb := fun q => (collective_mode (hv q) (hw q) (hD q) (hm q)).2 _ (hW q) (hroot q)
  have hup : Tendsto (fun q => plasmaSq (v q) (w q) (D q) + D q (m q) ^ 2) l
      (𝓝 (ωp ^ 2)) := by
    simpa using hM.add (hD0.pow 2)
  have hsq : Tendsto (fun q => W q ^ 2) l (𝓝 (ωp ^ 2)) :=
    tendsto_of_tendsto_of_tendsto_of_le_of_le hM hup (fun q => (hb q).1.le)
      (fun q => (hb q).2)
  have h := hsq.sqrt
  rw [Real.sqrt_sq hω] at h
  exact h.congr fun q => Real.sqrt_sq ((hD q (m q)).trans (hW q)).le

end

end RPACollectiveMode
```

```lean
#print axioms RPACollectiveMode.exists_root
#print axioms RPACollectiveMode.root_sq_eq_iff
#print axioms RPACollectiveMode.root_tendsto
```

```
'RPACollectiveMode.exists_root' depends on axioms: [propext, Classical.choice, Quot.sound]
'RPACollectiveMode.root_sq_eq_iff' depends on axioms: [propext, Classical.choice, Quot.sound]
'RPACollectiveMode.root_tendsto' depends on axioms: [propext, Classical.choice, Quot.sound]
```

## How the lemmas follow the algebra

`gap_pos` states that $W^2-d^2>0$ for $0<d<W$. It is applied to every denominator, and once more in `response_strictAntiOn` to get $a^2<b^2$ for two frequencies $a<b$. That lemma compares the sums term by term with `div_lt_div_of_pos_left`; `Finset.sum_lt_sum_of_nonempty` needs a non-empty index set for a strict inequality, and `m` is the witness.

`shift_identity` is the identity in $c$. It uses no sign condition, only non-zero denominators. Inside the sum `field_simp` clears the denominator and `ring` checks the polynomial equality, and `linear_combination v * h` multiplies by $v$. `response_le` takes $c=D_m^2$ and bounds the remainder `hS` by `Finset.sum_nonpos`. It holds for every $W>D_m$, not only at a root, which lets it serve in both the upper bound and the bracket. `root_sq_ge` takes $c=D_n^2$ and uses `Finset.sum_nonneg`.

`exists_root` builds $a$ and $b$ as square roots and keeps only their signs and squares. The inequality $R(a)\ge1$ is `h1`, where `Finset.single_le_sum` retains the top term, and $R(b)\le1$ is `h2`, where the positive $M$ is cancelled. Continuity on $[a,b]$ is proved term by term, and `intermediate_value_Icc'` is the intermediate value theorem for a function whose value at $b$ lies below 1 and at $a$ above, equality allowed; the case $a=b$ is included.

`collective_mode` gets uniqueness from the injectivity of a strictly decreasing function, picks the smallest excitation by `Finset.exists_min_image`, and combines the two bounds with $D_n^2>0$. In `root_sq_eq_iff`, `Finset.sum_eq_zero_iff_of_nonpos` turns the vanishing remainder into vanishing terms, and the positive factors are removed in turn. `root_tendsto` squeezes $W^2$ with `tendsto_of_tendsto_of_tendsto_of_le_of_le`, and `Real.sqrt_sq` returns from the squares to $W$ and $\omega_p$.
